# With the unknown eigenvalue as shift, the Jacobi–Davidson correction equation and its eigenvalue condition are equivalent to the eigenvalue equation

Take the two-level matrix A with rows (0, 1) and (1, 0), and start from the trial vector x = (1, 0). Its energy estimate is θ = ⟨x, Ax⟩ = 0, and its residual is r = Ax − θx = (0, 1). A correction orthogonal to x has the form t = (0, τ). We want x + t to be an eigenvector with eigenvalue l. Projecting (A − l)t = (τ, −lτ) orthogonally to x and setting the result equal to −r gives

lτ = 1.

This alone can be solved for every l ≠ 0. The component along x supplies the second condition, l = θ + ⟨x, At⟩ = τ. Together they give l = ±1 and the eigenvectors (1, ±1). The Jacobi–Davidson method usually puts the known θ in place of the unknown l in the projected equation. Here θ = 0, and the equation then reads 0 = −1.

The general statement, for a unit vector x and t orthogonal to x, is that A(x + t) = l(x + t) holds exactly when

(I − xx*)(A − l)t = −r and l = θ + ⟨x, At⟩.

In a configuration-interaction calculation, A would be the Hamiltonian in a finite orthonormal basis and x the current trial state. The result concerns the correction to that single vector, not the convergence of the Jacobi–Davidson method, its subspace or its preconditioner.

## A is finite and square, but need not be Hermitian

Vectors are functions `n → ℂ` on a finite index type, and ⟨x, y⟩ is `star x ⬝ᵥ y`, conjugate-linear in the first argument. A generalised eigenproblem with an overlap matrix is not covered. The derivation never moves A to the other side of an inner product, so Hermiticity is not needed, and θ and l may be complex.

In Lean 4 with Mathlib:

```lean
import Mathlib

open Matrix

namespace JacobiDavidson

noncomputable section

variable {n : Type*} [Fintype n]

/-- The Rayleigh quotient `θ = ⟨x, A x⟩` of a unit vector `x`. -/
def rayleigh (A : Matrix n n ℂ) (x : n → ℂ) : ℂ := star x ⬝ᵥ A *ᵥ x

/-- The residual `r = A x - θ x` of the approximate eigenvector `x`. -/
def residual (A : Matrix n n ℂ) (x : n → ℂ) : n → ℂ :=
  A *ᵥ x - rayleigh A x • x
```

## The trial vector has length one

The hypothesis `hx` is the normalisation of the trial state. By hand, it makes the residual orthogonal to x:

⟨x, r⟩ = ⟨x, Ax⟩ − θ⟨x, x⟩ = θ − θ = 0.

```lean
/-- The residual of a unit vector is orthogonal to that vector. -/
theorem residual_orthogonal (A : Matrix n n ℂ) {x : n → ℂ}
    (hx : star x ⬝ᵥ x = 1) : star x ⬝ᵥ residual A x = 0 := by
  simp [residual, rayleigh, dotProduct_sub, dotProduct_smul, hx]
```

It also gives x + t overlap 1 with x when t is orthogonal to x. Hence x + t is not zero, and a solution of the eigenvalue equation is a genuine eigenvector.

```lean
/-- A unit vector plus an orthogonal correction is never the zero vector. -/
theorem corrected_ne_zero {x t : n → ℂ} (hx : star x ⬝ᵥ x = 1)
    (ht : star x ⬝ᵥ t = 0) : x + t ≠ 0 := by
  intro h
  have h1 : star x ⬝ᵥ (x + t) = 1 := by rw [dotProduct_add, hx, ht, add_zero]
  rw [h, dotProduct_zero] at h1
  exact zero_ne_one h1
```

In the main proof `hx` serves only the direction from the eigenvalue equation to the correction equation. Without it that direction fails: for the 1×1 matrix A = (1), with x = (2) and t = 0, the eigenvalue is 1 but ⟨x, Ax⟩ = 4.

## The correction is orthogonal to the trial vector

The hypothesis `ht` says that t contains only what x lacks, which fixes the scale of x + t. The matrix `compProj x` is I − xx*, and it sends v to v − ⟨x, v⟩x.

```lean
variable [DecidableEq n]

/-- The matrix `I - x x*`, which for a unit vector `x` projects onto the
orthogonal complement of `x`. -/
def compProj (x : n → ℂ) : Matrix n n ℂ := 1 - vecMulVec x (star x)

/-- The matrix `I - x x*` subtracts from a vector its overlap with `x` times `x`. -/
theorem compProj_mulVec (x v : n → ℂ) :
    compProj x *ᵥ v = v - (star x ⬝ᵥ v) • x := by
  rw [compProj, Matrix.sub_mulVec, Matrix.one_mulVec]
  congr 1
  ext i
  simp only [Matrix.mulVec, dotProduct, Matrix.vecMulVec_apply, Pi.smul_apply,
    smul_eq_mul, Finset.sum_mul]
  exact Finset.sum_congr rfl fun j _ => by ring

/-- The shifted matrix `A - l` acts on a vector as `A v - l v`. -/
theorem shift_mulVec (A : Matrix n n ℂ) (l : ℂ) (v : n → ℂ) :
    (A - l • (1 : Matrix n n ℂ)) *ᵥ v = A *ᵥ v - l • v := by
  simp [Matrix.sub_mulVec, Matrix.smul_mulVec]
```

By hand, the projected term is

(I − xx*)(A − l)t = At − lt − ⟨x, At⟩x + l⟨x, t⟩x,

and orthogonality removes the last term. The next lemma does this by rewriting with `ht`.

```lean
/-- For `t` orthogonal to `x`, the left side of the correction equation is
`A t - l t - ⟨x, A t⟩ x`. -/
theorem projected_shift (A : Matrix n n ℂ) {x t : n → ℂ}
    (ht : star x ⬝ᵥ t = 0) (l : ℂ) :
    compProj x *ᵥ ((A - l • (1 : Matrix n n ℂ)) *ᵥ t)
      = A *ᵥ t - l • t - (star x ⬝ᵥ A *ᵥ t) • x := by
  rw [compProj_mulVec, shift_mulVec, dotProduct_sub, dotProduct_smul, ht,
    smul_zero, sub_zero]
```

Without orthogonality, t = −x would be allowed. Then x + t = 0 satisfies the eigenvalue equation for every l, while the condition on l permits only l = 0.

## The shift is the exact eigenvalue

In `eigen_iff_correction` the same number `l` appears in the eigenvalue equation and in the projected equation. Suppose first that A(x + t) = l(x + t). Its overlap with x is

θ + ⟨x, At⟩ = l(1 + 0) = l.

Substituting this value for the coefficient of x in Ax + At = lx + lt gives

At − lt − ⟨x, At⟩x = −Ax + θx = −r,

which is the correction equation. Conversely, that equation rearranges to

A(x + t) = lt + (θ + ⟨x, At⟩)x,

and the condition on l turns the right side into l(x + t).

```lean
/-- **Jacobi-Davidson correction equation.** For a unit vector `x` and `t` orthogonal
to it, `A (x + t) = l (x + t)` holds exactly when `(I - x x*) (A - l) t = -r` and
`l = θ + ⟨x, A t⟩`. -/
theorem eigen_iff_correction (A : Matrix n n ℂ) {x t : n → ℂ}
    (hx : star x ⬝ᵥ x = 1) (ht : star x ⬝ᵥ t = 0) (l : ℂ) :
    A *ᵥ (x + t) = l • (x + t) ↔
      compProj x *ᵥ ((A - l • (1 : Matrix n n ℂ)) *ᵥ t) = -residual A x ∧
        l = rayleigh A x + star x ⬝ᵥ A *ᵥ t := by
  rw [projected_shift A ht, Matrix.mulVec_add, residual]
  constructor
  · intro h
    -- the component along `x` fixes the eigenvalue
    have h1 := congrArg (fun v => star x ⬝ᵥ v) h
    simp only [dotProduct_add, dotProduct_smul, hx, ht, smul_eq_mul, mul_one,
      add_zero] at h1
    have hl : l = rayleigh A x + star x ⬝ᵥ A *ᵥ t := h1.symm
    -- what remains is the correction equation
    refine ⟨?_, hl⟩
    linear_combination (norm := module) h + hl • x
  · rintro ⟨hp, hl⟩
    linear_combination (norm := module) hp - hl • x
```

The proof follows these steps. `congrArg` takes the overlap with x, and the two `linear_combination` calls add or subtract `hl • x`, the eigenvalue condition multiplied by x.

At t = 0 the theorem says that x is an eigenvector with eigenvalue l exactly when r = 0 and l = θ. In dimension one this is the only case, since orthogonality forces t = 0.

## The target eigenvector overlaps the trial vector

The hypothesis `hv` says that the trial state contains some of the wanted state v. Dividing v by ⟨x, v⟩ gives overlap one, so

t = v/⟨x, v⟩ − x

is orthogonal to x. Since x + t is a multiple of v, the equivalence applies.

```lean
/-- For a unit vector `x`, an eigenvector `v` with non-zero overlap with `x`, rescaled to overlap
one, differs from `x` by an orthogonal `t` that solves the correction equation. -/
theorem correction_of_eigenvector (A : Matrix n n ℂ) {x v : n → ℂ} {l : ℂ}
    (hx : star x ⬝ᵥ x = 1) (hA : A *ᵥ v = l • v) (hv : star x ⬝ᵥ v ≠ 0) :
    let t := (star x ⬝ᵥ v)⁻¹ • v - x
    star x ⬝ᵥ t = 0 ∧
      compProj x *ᵥ ((A - l • (1 : Matrix n n ℂ)) *ᵥ t) = -residual A x ∧
        l = rayleigh A x + star x ⬝ᵥ A *ᵥ t := by
  intro t
  have ht : star x ⬝ᵥ t = 0 := by
    change star x ⬝ᵥ ((star x ⬝ᵥ v)⁻¹ • v - x) = 0
    rw [dotProduct_sub, dotProduct_smul, hx, smul_eq_mul, inv_mul_cancel₀ hv, sub_self]
  have hxt : x + t = (star x ⬝ᵥ v)⁻¹ • v := add_sub_cancel _ _
  refine ⟨ht, (eigen_iff_correction A hx ht l).mp ?_⟩
  rw [hxt, Matrix.mulVec_smul, hA, smul_comm]
```

The proof uses `hv` to cancel the overlap against its inverse. If v is orthogonal to x, no multiple of it has the form x + t, because x + t always has overlap one with x.

## The shift is replaced by the current estimate θ

During an iteration l is unknown, and θ can take its place. Write α = ⟨x, At⟩. For t orthogonal to x, the projected equation becomes

At − θt − αx = −Ax + θx,

or equivalently (A − θ)(x + t) = αx, an inverse-iteration relation.

```lean
/-- With the unknown `l` replaced by `θ`, the correction equation for `t` orthogonal to
`x` is equivalent to the inverse-iteration relation `(A - θ) (x + t) = ⟨x, A t⟩ x`. -/
theorem frozen_iff_inverse_iteration (A : Matrix n n ℂ) {x t : n → ℂ}
    (ht : star x ⬝ᵥ t = 0) :
    compProj x *ᵥ ((A - rayleigh A x • (1 : Matrix n n ℂ)) *ᵥ t) = -residual A x ↔
      (A - rayleigh A x • (1 : Matrix n n ℂ)) *ᵥ (x + t)
        = (star x ⬝ᵥ A *ᵥ t) • x := by
  rw [projected_shift A ht, shift_mulVec, Matrix.mulVec_add, residual]
  constructor <;> intro h <;> linear_combination (norm := module) h
```

Subtracting α(x + t) from both sides gives the residual for the updated value θ + α:

A(x + t) − (θ + α)(x + t) = −αt.

For unit x, normalising x + t gives this residual the length |α|‖t‖/√(1 + ‖t‖²). The value θ + α is in general not the Rayleigh quotient of the corrected vector, which for unit x is θ + α/(1 + ‖t‖²).

```lean
/-- If `t` is orthogonal to `x` and solves the correction equation with `θ` in place of `l`, then `x
+ t` with the updated value `θ + ⟨x, A t⟩` leaves exactly the residual `-⟨x, A t⟩ t`. -/
theorem frozen_step_residual (A : Matrix n n ℂ) {x t : n → ℂ}
    (ht : star x ⬝ᵥ t = 0)
    (h : compProj x *ᵥ ((A - rayleigh A x • (1 : Matrix n n ℂ)) *ᵥ t)
      = -residual A x) :
    A *ᵥ (x + t) - (rayleigh A x + star x ⬝ᵥ A *ᵥ t) • (x + t)
      = -((star x ⬝ᵥ A *ᵥ t) • t) := by
  have h1 := (frozen_iff_inverse_iteration A ht).mp h
  rw [shift_mulVec] at h1
  linear_combination (norm := module) h1
```

Here the hypothesis `h` says that t solves the equation with θ exactly. If it is solved only approximately, the same algebra adds the remaining defect to −αt.

Such a t need not exist. In the two-level example A − θ = A is invertible, but inverse iteration sends x to (0, 1), which has no overlap with x and so cannot be rescaled to x + t. The proof reads off the second component of the equation, 0 = −1.

```lean
/-- For the two-level matrix with zero diagonal and unit coupling, started from the first
basis vector, the correction equation with `θ` in place of `l` has no orthogonal solution. -/
theorem frozen_unsolvable_two_level (t : Fin 2 → ℂ)
    (ht : star (![1, 0] : Fin 2 → ℂ) ⬝ᵥ t = 0) :
    compProj ![1, 0] *ᵥ
        ((!![0, 1; 1, 0] - rayleigh !![0, 1; 1, 0] ![1, 0] •
          (1 : Matrix (Fin 2) (Fin 2) ℂ)) *ᵥ t)
      ≠ -residual !![0, 1; 1, 0] ![1, 0] := by
  intro h
  rw [projected_shift _ ht] at h
  have h0 : t 0 = 0 := by simpa [dotProduct, Fin.sum_univ_two] using ht
  -- the second component would read `0 = -1`
  have h1 := congrFun h 1
  simp [residual, rayleigh, Matrix.mulVec, dotProduct, Fin.sum_univ_two, h0] at h1

end

end JacobiDavidson
```

```lean
#print axioms JacobiDavidson.eigen_iff_correction
-- 'JacobiDavidson.eigen_iff_correction' depends on axioms: [propext, Classical.choice, Quot.sound]
#print axioms JacobiDavidson.correction_of_eigenvector
-- 'JacobiDavidson.correction_of_eigenvector' depends on axioms: [propext, Classical.choice, Quot.sound]
#print axioms JacobiDavidson.frozen_step_residual
-- 'JacobiDavidson.frozen_step_residual' depends on axioms: [propext, Classical.choice, Quot.sound]
#print axioms JacobiDavidson.frozen_unsolvable_two_level
-- 'JacobiDavidson.frozen_unsolvable_two_level' depends on axioms: [propext, Classical.choice, Quot.sound]
```
